# A continuous curve whose central second-difference quotient tends to zero at every point is a straight line

I scan a molecule's energy \(f(x)\) along one coordinate \(x\) and obtain the force constant from \((f(x+h)-2f(x)+f(x-h))/h^2\) at small steps \(h\). Suppose this quotient tends to zero at every \(x\). I would like to conclude that the energy is linear, but integrating \(f''=0\) twice assumes that \(f''\) exists. The quotient doesn't guarantee that: for the cube root at \(x=0\) it is zero for every \(h\ne0\), although the slope there is infinite. Is the conclusion still safe?

## A maximum principle replaces the two integrations

Yes, provided that \(f\) is continuous and the limit is zero at every real \(x\). The cube root is no exception, since its limit is nonzero away from the origin.

Call the limit of the quotient, when it exists, the central curvature of \(f\) at \(x\). It is a second derivative in the symmetric sense, not the geometric curvature of a graph. Three facts are needed.

- The central curvature of a difference is the difference of the central curvatures.
- For \(py^2+qy+r\) the numerator is \(2ph^2\), so the central curvature is \(2p\).
- At a local maximum, \(f(x\pm h)\le f(x)\) for small \(h\). The quotient is then at most zero, and so is its limit.

Now let \(f\) be continuous on \([a,b]\), with central curvature \(D(x)\ge0\) inside and \(f(a),f(b)\le0\). Then \(f\le0\) on \([a,b]\). Suppose instead that \(f(c)>0\), and put
\[
\varepsilon=\frac{f(c)}{(c-a)(b-c)+1},\qquad g(y)=f(y)-\varepsilon(y-a)(b-y).
\]
Then \(g(c)>0\), while \(g=f\le0\) at both ends, so \(g\) has its maximum at an interior point \(m\). Its central curvature there is \(D(m)+2\varepsilon>0\), which contradicts the third fact.

Now drop the condition on the end values and keep the others. For \(a<b\), subtract from \(f\) its chord, with slope \(s=(f(b)-f(a))/(b-a)\). The difference vanishes at both ends and has the same central curvature, so \(f(c)\le f(a)+s(c-a)\), that is,
\[
(b-a)f(c)\le(b-c)f(a)+(c-a)f(b).
\]
If the central curvature is zero inside the interval, the same bound holds for \(-f\), and the two together give equality: \(f\) is a straight line on \([a,b]\). This interval version (`eq_chord`) is the one to use for a coordinate such as a bond length, which takes only positive values.

For the whole line, take \(R=|x|+1\), so that \([-R,R]\) contains \(0\), \(1\) and \(x\). Subtracting the chord equations at these points gives
\[
2R\,(f(x)-f(0))=x\,(f(R)-f(-R)),\qquad 2R\,(f(1)-f(0))=f(R)-f(-R).
\]
Hence \(f(x)=f(0)+x\,(f(1)-f(0))\).

## What the Lean theorems say

`HasCentralCurvature f x K` says that the quotient tends to `K` as `h` tends to zero through nonzero values, which is the meaning of `𝓝[≠] 0`. `schwarz_affine` assumes `Continuous f` and this property with `K = 0` at every real `x`, and returns a slope `p` and an intercept `q`. It is not the Schwarz theorem on mixed partial derivatives.

Two consequences concern force constants in electronic structure, for continuous energies along a single coordinate. Curves with equal central curvature everywhere differ by an affine function, that is, by an energy offset plus the linear potential of a constant force (`eq_add_affine_of_same_curvature`). If the force constant has the same value `K` everywhere, the potential is \(Kx^2/2\) plus an affine term, which is a harmonic well when \(K>0\) (`harmonic_of_constant_curvature`).

The step from here to a real scan is yours to justify: a scan supplies finitely many geometries and finite steps, whereas the hypothesis is a limit at every point.

```lean
import Mathlib

open Filter Set Topology

namespace SchwarzCentralDifference

/-- The curve `f` has central-difference curvature `K` at `x`: the quotient
`(f (x + h) - 2 f x + f (x - h)) / h ^ 2` tends to `K` as the nonzero step `h` tends to `0`. -/
def HasCentralCurvature (f : ℝ → ℝ) (x K : ℝ) : Prop :=
  Tendsto (fun h : ℝ => (f (x + h) - 2 * f x + f (x - h)) / h ^ 2) (𝓝[≠] 0) (𝓝 K)

/-- The central curvature of a difference of two curves is the difference of their
central curvatures. -/
theorem HasCentralCurvature.sub {f g : ℝ → ℝ} {x K L : ℝ}
    (hf : HasCentralCurvature f x K) (hg : HasCentralCurvature g x L) :
    HasCentralCurvature (fun y => f y - g y) x (K - L) := by
  unfold HasCentralCurvature at *
  refine (Tendsto.sub hf hg).congr fun h => ?_
  show (f (x + h) - 2 * f x + f (x - h)) / h ^ 2 - (g (x + h) - 2 * g x + g (x - h)) / h ^ 2
    = ((f (x + h) - g (x + h)) - 2 * (f x - g x) + (f (x - h) - g (x - h))) / h ^ 2
  ring

/-- The quadratic curve `p y ^ 2 + q y + r` has central curvature `2 p` at every point. -/
theorem hasCentralCurvature_quadratic (p q r x : ℝ) :
    HasCentralCurvature (fun y => p * y ^ 2 + q * y + r) x (2 * p) := by
  unfold HasCentralCurvature
  refine tendsto_const_nhds.congr' ?_
  filter_upwards [self_mem_nhdsWithin] with h hh
  have h0 : h ≠ 0 := hh
  show 2 * p = ((p * (x + h) ^ 2 + q * (x + h) + r) - 2 * (p * x ^ 2 + q * x + r)
    + (p * (x - h) ^ 2 + q * (x - h) + r)) / h ^ 2
  rw [eq_div_iff (pow_ne_zero 2 h0)]
  ring

/-- At a local maximum of a curve the central curvature, if it exists, is not positive. -/
theorem HasCentralCurvature.nonpos_of_isLocalMax {f : ℝ → ℝ} {x K : ℝ}
    (hf : HasCentralCurvature f x K) (hmax : IsLocalMax f x) : K ≤ 0 := by
  unfold HasCentralCurvature at hf
  have hm : ∀ᶠ y in 𝓝 x, f y ≤ f x := hmax
  have h1 : Tendsto (fun h : ℝ => x + h) (𝓝[≠] 0) (𝓝 x) :=
    ((show Continuous fun h : ℝ => x + h by fun_prop).tendsto' 0 x (by simp)).mono_left
      nhdsWithin_le_nhds
  have h2 : Tendsto (fun h : ℝ => x - h) (𝓝[≠] 0) (𝓝 x) :=
    ((show Continuous fun h : ℝ => x - h by fun_prop).tendsto' 0 x (by simp)).mono_left
      nhdsWithin_le_nhds
  refine le_of_tendsto hf ?_
  filter_upwards [h1.eventually hm, h2.eventually hm] with h ha hb
  exact div_nonpos_of_nonpos_of_nonneg (by linarith) (sq_nonneg h)

/-- Maximum principle: a curve continuous on `[a, b]`, with nonnegative central curvature at
every interior point and nonpositive values at both ends, is nonpositive on `[a, b]`. -/
theorem nonpos_of_curvature_nonneg {f D : ℝ → ℝ} {a b : ℝ} (hf : ContinuousOn f (Icc a b))
    (hD : ∀ x ∈ Ioo a b, HasCentralCurvature f x (D x)) (hD0 : ∀ x ∈ Ioo a b, 0 ≤ D x)
    (ha : f a ≤ 0) (hb : f b ≤ 0) {c : ℝ} (hc : c ∈ Icc a b) : f c ≤ 0 := by
  by_contra hneg
  have hpos : 0 < f c := not_le.mp hneg
  -- a parabola so shallow that it does not spoil the positive value at `c`
  obtain ⟨ε, hε, hεc⟩ : ∃ ε : ℝ, 0 < ε ∧ ε * ((c - a) * (b - c)) < f c := by
    have hM : 0 ≤ (c - a) * (b - c) :=
      mul_nonneg (sub_nonneg.2 hc.1) (sub_nonneg.2 hc.2)
    have hM1 : 0 < (c - a) * (b - c) + 1 := by linarith
    refine ⟨f c / ((c - a) * (b - c) + 1), div_pos hpos hM1, ?_⟩
    rw [div_mul_eq_mul_div, div_lt_iff₀ hM1]
    linarith
  obtain ⟨g, hg⟩ : ∃ g : ℝ → ℝ,
      g = fun y => f y - (-ε * y ^ 2 + ε * (a + b) * y + -(ε * a * b)) := ⟨_, rfl⟩
  have hgv : ∀ y, g y = f y - (-ε * y ^ 2 + ε * (a + b) * y + -(ε * a * b)) :=
    fun y => congrFun hg y
  have hga : g a = f a := by rw [hgv]; ring
  have hgb : g b = f b := by rw [hgv]; ring
  have hgc : 0 < g c := by rw [hgv]; nlinarith [hεc]
  have hcont : ContinuousOn g (Icc a b) := by
    rw [hg]
    exact hf.sub (Continuous.continuousOn (by fun_prop))
  -- the maximum of the lowered curve `g` lies in the interior
  obtain ⟨m, hm, hmax⟩ := isCompact_Icc.exists_isMaxOn ⟨c, hc⟩ hcont
  have hgm : g c ≤ g m := hmax hc
  have ham : a < m := lt_of_le_of_ne hm.1 (fun h => by rw [← h] at hgm; linarith)
  have hmb : m < b := lt_of_le_of_ne hm.2 (fun h => by rw [h] at hgm; linarith)
  have hcurv : HasCentralCurvature g m (D m - 2 * (-ε)) := by
    rw [hg]
    exact (hD m ⟨ham, hmb⟩).sub (hasCentralCurvature_quadratic _ _ _ m)
  have hle := hcurv.nonpos_of_isLocalMax (hmax.isLocalMax (Icc_mem_nhds ham hmb))
  linarith [hD0 m ⟨ham, hmb⟩]

/-- A curve continuous on `[a, b]` with nonnegative central curvature at every interior point
lies nowhere above its chord (written without division by `b - a`). -/
theorem le_chord {f D : ℝ → ℝ} {a b : ℝ} (hf : ContinuousOn f (Icc a b))
    (hD : ∀ x ∈ Ioo a b, HasCentralCurvature f x (D x)) (hD0 : ∀ x ∈ Ioo a b, 0 ≤ D x)
    {c : ℝ} (hc : c ∈ Icc a b) : (b - a) * f c ≤ (b - c) * f a + (c - a) * f b := by
  rcases eq_or_lt_of_le (hc.1.trans hc.2) with h | h
  · have hca : c = a := le_antisymm (by linarith [hc.2]) hc.1
    rw [hca, ← h]
    simp
  · obtain ⟨s, hs⟩ : ∃ s : ℝ, s * (b - a) = f b - f a :=
      ⟨(f b - f a) / (b - a), div_mul_cancel₀ _ (sub_pos.2 h).ne'⟩
    -- subtract the chord and use the maximum principle
    have key : f c - (0 * c ^ 2 + s * c + (f a - s * a)) ≤ 0 :=
      nonpos_of_curvature_nonneg (f := fun y => f y - (0 * y ^ 2 + s * y + (f a - s * a)))
        (D := fun x => D x - 2 * 0)
        (hf.sub (Continuous.continuousOn (by fun_prop)))
        (fun x hx => (hD x hx).sub (hasCentralCurvature_quadratic _ _ _ x))
        (fun x hx => by simpa using hD0 x hx)
        (by linarith) (by linarith) hc
    have h1 : f c ≤ f a + s * (c - a) := by linarith
    have h2 := mul_le_mul_of_nonneg_left h1 (sub_pos.2 h).le
    linear_combination h2 + (c - a) * hs

/-- Schwarz theorem on an interval: a curve continuous on `[a, b]` with zero central curvature
at every interior point coincides with its chord. -/
theorem eq_chord {f : ℝ → ℝ} {a b : ℝ} (hf : ContinuousOn f (Icc a b))
    (hD : ∀ x ∈ Ioo a b, HasCentralCurvature f x 0) {c : ℝ} (hc : c ∈ Icc a b) :
    (b - a) * f c = (b - c) * f a + (c - a) * f b := by
  have h1 := le_chord (D := fun _ => 0) hf hD (fun _ _ => le_rfl) hc
  -- the same bound for the reflected curve `-f`
  have h2 : (b - a) * (0 * c ^ 2 + 0 * c + 0 - f c) ≤
      (b - c) * (0 * a ^ 2 + 0 * a + 0 - f a) + (c - a) * (0 * b ^ 2 + 0 * b + 0 - f b) :=
    le_chord (f := fun y => 0 * y ^ 2 + 0 * y + 0 - f y) (D := fun _ => 2 * 0 - 0)
      (ContinuousOn.sub (Continuous.continuousOn (by fun_prop)) hf)
      (fun x hx => (hasCentralCurvature_quadratic 0 0 0 x).sub (hD x hx))
      (fun _ _ => by norm_num) hc
  linarith

/-- Schwarz theorem: a continuous function on the real line whose central curvature is zero
at every point is affine. -/
theorem schwarz_affine {f : ℝ → ℝ} (hf : Continuous f)
    (hD : ∀ x, HasCentralCurvature f x 0) : ∃ p q : ℝ, ∀ x, f x = p * x + q := by
  refine ⟨f 1 - f 0, f 0, fun x => ?_⟩
  -- one interval `[-R, R]` that contains `0`, `1` and `x`
  obtain ⟨R, hR⟩ : ∃ R : ℝ, R = |x| + 1 := ⟨_, rfl⟩
  have hx0 := abs_nonneg x
  have hx1 := le_abs_self x
  have hx2 := neg_abs_le x
  have key : ∀ c ∈ Icc (-R) R, (R - -R) * f c = (R - c) * f (-R) + (c - -R) * f R :=
    fun c hc => eq_chord hf.continuousOn (fun y _ => hD y) hc
  have e0 := key 0 ⟨by linarith, by linarith⟩
  have e1 := key 1 ⟨by linarith, by linarith⟩
  have ex := key x ⟨by linarith, by linarith⟩
  have hne : R - -R ≠ 0 := by
    have : 0 < R - -R := by linarith
    exact this.ne'
  apply mul_left_cancel₀ hne
  linear_combination ex - e0 - x * (e1 - e0)

/-- Two continuous curves with the same central curvature at every point differ by an affine
function. -/
theorem eq_add_affine_of_same_curvature {f g D : ℝ → ℝ} (hf : Continuous f) (hg : Continuous g)
    (hfD : ∀ x, HasCentralCurvature f x (D x)) (hgD : ∀ x, HasCentralCurvature g x (D x)) :
    ∃ p q : ℝ, ∀ x, f x = g x + (p * x + q) := by
  obtain ⟨p, q, h⟩ := schwarz_affine (f := fun y => f y - g y) (hf.sub hg) (fun x => by
    have h := (hfD x).sub (hgD x)
    rwa [sub_self] at h)
  exact ⟨p, q, fun x => by linarith [h x]⟩

/-- A continuous potential with the same central curvature `K` at every point is the
quadratic `K x ^ 2 / 2` plus an affine function. -/
theorem harmonic_of_constant_curvature {V : ℝ → ℝ} {K : ℝ} (hV : Continuous V)
    (hK : ∀ x, HasCentralCurvature V x K) :
    ∃ p q : ℝ, ∀ x, V x = K / 2 * x ^ 2 + p * x + q := by
  obtain ⟨p, q, h⟩ := eq_add_affine_of_same_curvature (D := fun _ => K)
    (g := fun y => K / 2 * y ^ 2 + 0 * y + 0) hV (by fun_prop) hK (fun x => by
      have h := hasCentralCurvature_quadratic (K / 2) 0 0 x
      rwa [show 2 * (K / 2) = K by ring] at h)
  exact ⟨p, q, fun x => by linarith [h x]⟩

/-- Continuity cannot be dropped: the sign function has zero central curvature at every point,
yet it is not affine. -/
theorem sign_curvature_zero_not_affine :
    (∀ x, HasCentralCurvature Real.sign x 0) ∧
      ¬ ∃ p q : ℝ, ∀ x, Real.sign x = p * x + q := by
  constructor
  · intro x
    unfold HasCentralCurvature
    refine tendsto_const_nhds.congr' ?_
    rcases lt_trichotomy x 0 with hx | hx | hx
    · filter_upwards [nhdsWithin_le_nhds (Ioo_mem_nhds hx (neg_pos.2 hx))] with h hh
      rw [Real.sign_of_neg (show x + h < 0 by linarith [hh.2]), Real.sign_of_neg hx,
        Real.sign_of_neg (show x - h < 0 by linarith [hh.1])]
      norm_num
    · -- at the jump the two sides cancel by antisymmetry
      refine Eventually.of_forall fun h => ?_
      show (0 : ℝ) = (Real.sign (x + h) - 2 * Real.sign x + Real.sign (x - h)) / h ^ 2
      rw [hx, zero_add, zero_sub, Real.sign_neg, Real.sign_zero]
      ring
    · filter_upwards [nhdsWithin_le_nhds (Ioo_mem_nhds (neg_lt_zero.2 hx) hx)] with h hh
      rw [Real.sign_of_pos (show 0 < x + h by linarith [hh.1]), Real.sign_of_pos hx,
        Real.sign_of_pos (show 0 < x - h by linarith [hh.2])]
      norm_num
  · rintro ⟨p, q, h⟩
    have h0 := h 0
    have h1 := h 1
    have h2 := h 2
    rw [Real.sign_zero] at h0
    rw [Real.sign_of_pos one_pos] at h1
    rw [Real.sign_of_pos two_pos] at h2
    linarith

end SchwarzCentralDifference
```

```lean
#print axioms SchwarzCentralDifference.harmonic_of_constant_curvature
-- 'SchwarzCentralDifference.harmonic_of_constant_curvature' depends on axioms: [propext, Classical.choice, Quot.sound]
#print axioms SchwarzCentralDifference.sign_curvature_zero_not_affine
-- 'SchwarzCentralDifference.sign_curvature_zero_not_affine' depends on axioms: [propext, Classical.choice, Quot.sound]
```

## From the argument to the code

The first three theorems are the three facts; `le_of_tendsto` passes the sign of the quotient to its limit. In `nonpos_of_curvature_nonneg` the parabola is written out in powers of `y`, `isCompact_Icc.exists_isMaxOn` supplies \(m\), and `ham` and `hmb` place it strictly inside.

`le_chord` treats \(a=b\) separately, where both sides are zero, and otherwise subtracts the chord. `eq_chord` applies it to \(f\) and \(-f\). In `schwarz_affine`, `e0`, `e1` and `ex` are the three chord equations, which `linear_combination` combines. The two consequences follow by subtracting the comparison curve.

## A single jump is enough to break the conclusion

The sign function is continuous except at zero. Away from zero, all three values in the quotient agree once \(h\) is small; at zero, the outer two cancel. Its central curvature is therefore zero everywhere, yet its values \(0,1,1\) at \(x=0,1,2\) fit no straight line. This is `sign_curvature_zero_not_affine`, and it shows that continuity at all points but one does not suffice.
